# LO–TO splitting from the characteristic polynomial of a two-ion dynamical matrix

## Two ions on a line

Let ions 0 and 1, with masses $m_0,m_1>0$, be joined by a spring of stiffness $K$. With $w_i=s_i/\sqrt{m_i}$ and $s=(1,-1)$, the mass-weighted dynamical matrix is $K\,ww^T$. It sends $w$ to $K(w\cdot w)\,w$, and
$$w\cdot w=\frac1{m_0}+\frac1{m_1}=\frac1\mu .$$
Opposite motion therefore has squared frequency $K/\mu$, while the rigid translation $(\sqrt{m_0},\sqrt{m_1})$ is orthogonal to $w$ and has zero. For long optical waves in a cubic polar crystal with two ions per cell, the same mechanism acts in three dimensions, but $K$ depends on whether the ions move along or across the wave vector.

## The stiffness added by the macroscopic field

Let the ions carry Born charges $\pm Z$ in a cell of volume $\Omega$, with electronic dielectric constant $\varepsilon$. A relative displacement $u$ gives the polarisation $P=Zu/\Omega$. For a long wave along $q\neq0$, with retardation neglected, the field $E$ is parallel to $q$, and the longitudinal condition $\varepsilon E+4\pi P_\parallel=0$ (Gaussian units) gives a restoring force $ZE=-c\,q(q\cdot u)/(q\cdot q)$, where
$$c=\frac{4\pi Z^2}{\Omega\varepsilon}.$$
Let $k$ be the isotropic stiffness at zero macroscopic field. The code calls this part short-range, but it also includes the local field of the surrounding dipoles. The force block and the $6\times6$ dynamical matrix are
$$F=kI+c\,\frac{qq^T}{q\cdot q},\qquad D_{(i,\alpha),(j,\beta)}=w_iw_jF_{\alpha\beta}.$$

A periodic phonon calculation at exactly $q=0$ omits this field, so the direction-dependent term has to be added to obtain the limit $q\to0$ along a given direction; here it appears for two ions with scalar $k$, $Z$ and $\varepsilon$.

## The polynomial and the modes

Put $A_{(i,\alpha),\beta}=w_iF_{\alpha\beta}$ and $B_{\alpha,(j,\beta)}=w_j\delta_{\alpha\beta}$. Then $AB=D$, and $BA=(w_0^2+w_1^2)F=F/\mu$. Write $\chi_M=\det(XI-M)$ for the characteristic polynomial of a matrix $M$. The two products satisfy $X^3\chi_{AB}=X^6\chi_{BA}$, so $\chi_D=X^3\chi_{F/\mu}$.

Write $F/\mu=aI+b\,qq^T$ with $a=k/\mu$ and $b=c/(\mu\,q\cdot q)$. All $2\times2$ minors of $qq^T$ vanish, hence
$$\det\big((X-a)I-b\,qq^T\big)=(X-a)^3-b(q\cdot q)(X-a)^2 .$$
Factoring gives
$$\chi_D=X^3\Big(X-\frac k\mu\Big)^2\Big(X-\frac{k+c}\mu\Big).$$

For a direction $p$, the optical pattern $w_ip_\alpha$ is sent to $w_i(Fp)_\alpha/\mu$. Since $Fq=(k+c)q$, and $Ft=kt$ for $t\perp q$, the longitudinal optical (LO) mode has $\omega_L^2=(k+c)/\mu$ and the two transverse optical (TO) modes have $\omega_T^2=k/\mu$. Hence
$$\omega_L^2-\omega_T^2=\frac c\mu=\frac{4\pi Z^2}{\Omega\varepsilon\mu}.$$

## Numbers: masses 3 and 6

Take $m_0=3$, $m_1=6$, so $\mu=2$, with $k=2$ and $c=6$ (for instance $Z=1$, $\varepsilon=2$, $\Omega=\pi/3$). The polynomial is $X^3(X-1)^2(X-4)$, with $\omega_T=1$ and $\omega_L=2$. The squares differ by $c/\mu=3$. The trace agrees: $(3k+c)/\mu=6=1+1+4$.

## The length of q must drop out

If $q$ is not a unit vector and the division by $q\cdot q$ is forgotten, the longitudinal eigenvalue becomes $(k+c\,q\cdot q)/\mu$. In the example, $q=(0,0,2)$ would then give 13 instead of 4.

## Reading the Lean statements

The index type `Fin 2 × Fin 3` pairs an ion with a Cartesian direction. `dynMatrix` is $D$, `forceBlock` is $F$, `weight` is $w$, and `fieldStiffness` is $c$. `opticalMode m p` is a mass-weighted pattern; the actual displacements are $s_ip/m_i$.

`dynMatrix_charpoly` assumes positive masses and $q\neq0$. It holds for all real $k,Z,\Omega,\varepsilon$, though its physical reading needs $\Omega,\varepsilon>0$.

`lo_to_splitting` takes real `ωL` and `ωT` whose squares are the eigenvalues of the two patterns, which excludes unstable modes. The strict inequality $\omega_T^2<\omega_L^2$ is proved for $Z\neq0$ and $\Omega,\varepsilon>0$.

The force law is put in as a definition: neither the field term nor the values of $k$, $Z$ and $\varepsilon$ are derived from electronic structure. Anisotropic tensors, larger cells and dispersion at finite wavelength are not covered.

```lean
import Mathlib

open Matrix Polynomial

namespace PolarCrystalLOTO

noncomputable section

/-- The signs of the two ionic charges, `+1` and `-1`. -/
def ionSign : Fin 2 → ℝ := ![1, -1]

/-- The reduced mass `μ` of the two ions, `1/μ = 1/m₀ + 1/m₁`, for positive masses. -/
def reducedMass (m : Fin 2 → ℝ) : ℝ := (1 / m 0 + 1 / m 1)⁻¹

/-- The stiffness `c = 4πZ²/(Ωε)` due to the macroscopic field, for Born charge `Z`,
cell volume `Ω > 0` and electronic dielectric constant `ε > 0`. -/
def fieldStiffness (Z Ω ε : ℝ) : ℝ := 4 * Real.pi * Z ^ 2 / (Ω * ε)

/-- The 3×3 force-constant matrix `k I + c q qᵀ/(q·q)` for a wave vector `q ≠ 0`:
an isotropic short-range part and a field part along `q`. -/
def forceBlock (k c : ℝ) (q : Fin 3 → ℝ) : Matrix (Fin 3) (Fin 3) ℝ :=
  k • (1 : Matrix (Fin 3) (Fin 3) ℝ) + (c / (q ⬝ᵥ q)) • vecMulVec q q

/-- The 6×6 dynamical matrix, indexed by ion and Cartesian direction, with blocks
`s_i s_j (k I + c q qᵀ/(q·q)) / √(m_i m_j)`, for positive masses and `q ≠ 0`. -/
def dynMatrix (m : Fin 2 → ℝ) (k c : ℝ) (q : Fin 3 → ℝ) :
    Matrix (Fin 2 × Fin 3) (Fin 2 × Fin 3) ℝ :=
  Matrix.of fun a b =>
    ionSign a.1 * ionSign b.1 * forceBlock k c q a.2 b.2 / Real.sqrt (m a.1 * m b.1)

/-- The mass-weighted amplitude `s_i/√m_i` of ion `i` in an optical mode,
for positive masses. -/
def weight (m : Fin 2 → ℝ) (i : Fin 2) : ℝ := ionSign i / Real.sqrt (m i)

/-- The mass-weighted pattern in which the two ions move oppositely along `p`,
for positive masses. -/
def opticalMode (m : Fin 2 → ℝ) (p : Fin 3 → ℝ) : Fin 2 × Fin 3 → ℝ :=
  fun a => weight m a.1 * p a.2

/-- For positive masses the squared optical amplitudes add up to the inverse reduced mass. -/
theorem weight_sq_sum {m : Fin 2 → ℝ} (hm : ∀ i, 0 < m i) :
    weight m 0 * weight m 0 + weight m 1 * weight m 1 = 1 / reducedMass m := by
  have s0 := Real.mul_self_sqrt (hm 0).le
  have s1 := Real.mul_self_sqrt (hm 1).le
  have h0 : weight m 0 = 1 / Real.sqrt (m 0) := by simp [weight, ionSign]
  have h1 : weight m 1 = -1 / Real.sqrt (m 1) := by simp [weight, ionSign]
  rw [h0, h1, div_mul_div_comm, div_mul_div_comm, s0, s1]
  simp [reducedMass]

/-- For positive masses the dynamical matrix factorises into optical amplitudes of the ions
and the common force-constant block. -/
theorem dynMatrix_apply {m : Fin 2 → ℝ} (hm : ∀ i, 0 < m i) (k c : ℝ) (q : Fin 3 → ℝ)
    (a b : Fin 2 × Fin 3) :
    dynMatrix m k c q a b = weight m a.1 * weight m b.1 * forceBlock k c q a.2 b.2 := by
  simp only [dynMatrix, weight, Matrix.of_apply, Real.sqrt_mul (hm a.1).le]
  ring

/-- The isotropic matrix `a I` with an added term `b q qᵀ` has characteristic polynomial
`(X - a)² (X - (a + b q·q))` in three dimensions. -/
theorem charpoly_isotropic_add_axial (a b : ℝ) (q : Fin 3 → ℝ) :
    (a • (1 : Matrix (Fin 3) (Fin 3) ℝ) + b • vecMulVec q q).charpoly
      = (X - C a) ^ 2 * (X - C (a + b * (q ⬝ᵥ q))) := by
  rw [Matrix.charpoly, Matrix.det_fin_three]
  simp [Matrix.vecMulVec_apply, dotProduct, Fin.sum_univ_three]
  ring

/-- If `D = A B` has dimension `a` and `B A` has dimension `b` and characteristic
polynomial `P`, then `X^b` times the characteristic polynomial of `D` is `X^a P`. -/
theorem charpoly_swap {m n : Type} [Fintype m] [DecidableEq m] [Fintype n] [DecidableEq n]
    {a b : ℕ} (A : Matrix m n ℝ) (B : Matrix n m ℝ) {D : Matrix m m ℝ} {P : ℝ[X]}
    (ha : Fintype.card m = a) (hb : Fintype.card n = b)
    (hD : A * B = D) (hP : (B * A).charpoly = P) :
    X ^ b * D.charpoly = X ^ a * P := by
  subst ha hb hD hP
  exact Matrix.charpoly_mul_comm' A B

/-- For positive masses and `q ≠ 0` the dynamical matrix of the polar crystal has
characteristic polynomial `X³ (X - k/μ)² (X - (k + c)/μ)` with `c = 4πZ²/(Ωε)`. -/
theorem dynMatrix_charpoly {m : Fin 2 → ℝ} (hm : ∀ i, 0 < m i) (k Z Ω ε : ℝ)
    {q : Fin 3 → ℝ} (hq : q ≠ 0) :
    (dynMatrix m k (fieldStiffness Z Ω ε) q).charpoly
      = X ^ 3 * (X - C (k / reducedMass m)) ^ 2
          * (X - C ((k + fieldStiffness Z Ω ε) / reducedMass m)) := by
  generalize fieldStiffness Z Ω ε = c
  have hqq : q ⬝ᵥ q ≠ 0 := fun h => hq (dotProduct_self_eq_zero.mp h)
  -- the 6×6 matrix is a product of a 6×3 and a 3×6 matrix
  obtain ⟨A, hA⟩ : ∃ A : Matrix (Fin 2 × Fin 3) (Fin 3) ℝ,
    A = Matrix.of fun a j => weight m a.1 * forceBlock k c q a.2 j := ⟨_, rfl⟩
  obtain ⟨B, hB⟩ : ∃ B : Matrix (Fin 3) (Fin 2 × Fin 3) ℝ,
    B = Matrix.of fun j b => if j = b.2 then weight m b.1 else 0 := ⟨_, rfl⟩
  have hAB : A * B = dynMatrix m k c q := by
    ext a b
    rw [dynMatrix_apply hm]
    simp only [hA, hB, Matrix.mul_apply, Matrix.of_apply, mul_ite, mul_zero,
      Finset.sum_ite_eq', Finset.mem_univ, if_true]
    ring
  -- the reversed product is the 3×3 force block over the reduced mass
  have hBA : B * A = (1 / reducedMass m) • forceBlock k c q := by
    ext j l
    simp only [hA, hB, Matrix.mul_apply, Matrix.of_apply, Fintype.sum_prod_type,
      Fin.sum_univ_two, ite_mul, zero_mul, Finset.sum_ite_eq, Finset.mem_univ, if_true,
      Matrix.smul_apply, smul_eq_mul]
    linear_combination (forceBlock k c q j l) * weight_sq_sum hm
  have hM : (1 / reducedMass m) • forceBlock k c q
      = (k / reducedMass m) • (1 : Matrix (Fin 3) (Fin 3) ℝ)
        + (c / reducedMass m / (q ⬝ᵥ q)) • vecMulVec q q := by
    ext i j
    simp only [forceBlock, Matrix.add_apply, Matrix.smul_apply, smul_eq_mul]
    ring
  have e : k / reducedMass m + c / reducedMass m / (q ⬝ᵥ q) * (q ⬝ᵥ q)
      = (k + c) / reducedMass m := by
    rw [div_mul_cancel₀ _ hqq, ← add_div]
  have hF := (congrArg Matrix.charpoly (hBA.trans hM)).trans
    (charpoly_isotropic_add_axial _ _ q)
  rw [e] at hF
  have h6 : Fintype.card (Fin 2 × Fin 3) = 6 := by simp
  have h3 : Fintype.card (Fin 3) = 3 := by simp
  have h := charpoly_swap A B h6 h3 hAB hF
  -- the two products share their characteristic polynomial up to X³, which is cancelled
  apply mul_left_cancel₀ (pow_ne_zero 3 (X_ne_zero : (X : ℝ[X]) ≠ 0))
  exact h.trans (by ring)


/-- For positive masses, the dynamical matrix sends the optical pattern of `p` to `1/μ` times the
optical pattern of `k p + c q (q·p)/(q·q)`. -/
theorem dynMatrix_opticalMode {m : Fin 2 → ℝ} (hm : ∀ i, 0 < m i) (k c : ℝ)
    (q p : Fin 3 → ℝ) :
    dynMatrix m k c q *ᵥ opticalMode m p
      = (1 / reducedMass m) • opticalMode m (k • p + (c / (q ⬝ᵥ q) * (q ⬝ᵥ p)) • q) := by
  have hF : forceBlock k c q *ᵥ p = k • p + (c / (q ⬝ᵥ q) * (q ⬝ᵥ p)) • q := by
    unfold forceBlock
    generalize c / (q ⬝ᵥ q) = b
    ext i
    simp only [Matrix.mulVec, dotProduct, Matrix.add_apply, Matrix.smul_apply,
      Matrix.one_apply, Matrix.vecMulVec_apply, Pi.add_apply, Pi.smul_apply, smul_eq_mul,
      add_mul, Finset.sum_add_distrib, mul_ite, ite_mul, mul_one, mul_zero, zero_mul,
      Finset.sum_ite_eq, Finset.mem_univ, if_true]
    congr 1
    rw [Finset.mul_sum, Finset.sum_mul]
    exact Finset.sum_congr rfl fun j _ => by ring
  rw [← hF]
  ext a
  simp only [Matrix.mulVec, dotProduct, Fintype.sum_prod_type, Fin.sum_univ_two,
    Fin.sum_univ_three, opticalMode, dynMatrix_apply hm, Pi.smul_apply, smul_eq_mul]
  linear_combination (weight m a.1 * (forceBlock k c q a.2 0 * p 0
    + forceBlock k c q a.2 1 * p 1 + forceBlock k c q a.2 2 * p 2)) * weight_sq_sum hm

/-- For positive masses and `q ≠ 0`, opposite motion of the ions along `q` has
eigenvalue `(k + c)/μ`. -/
theorem longitudinal_mode {m : Fin 2 → ℝ} (hm : ∀ i, 0 < m i) (k c : ℝ)
    {q : Fin 3 → ℝ} (hq : q ≠ 0) :
    dynMatrix m k c q *ᵥ opticalMode m q
      = ((k + c) / reducedMass m) • opticalMode m q := by
  have hqq : q ⬝ᵥ q ≠ 0 := fun h => hq (dotProduct_self_eq_zero.mp h)
  rw [dynMatrix_opticalMode hm, div_mul_cancel₀ c hqq]
  ext a
  simp only [opticalMode, Pi.add_apply, Pi.smul_apply, smul_eq_mul]
  ring

/-- For positive masses, opposite motion of the ions along a direction `t` perpendicular
to `q` has eigenvalue `k/μ`. -/
theorem transverse_mode {m : Fin 2 → ℝ} (hm : ∀ i, 0 < m i) (k c : ℝ)
    {q t : Fin 3 → ℝ} (ht : q ⬝ᵥ t = 0) :
    dynMatrix m k c q *ᵥ opticalMode m t = (k / reducedMass m) • opticalMode m t := by
  rw [dynMatrix_opticalMode hm, ht]
  ext a
  simp only [opticalMode, Pi.add_apply, Pi.smul_apply, smul_eq_mul]
  ring

/-- LO-TO splitting: for positive masses, if opposite motion along `q ≠ 0` has frequency `ωL`
and opposite motion along some `t ≠ 0` perpendicular to `q` has frequency `ωT`, then
`ωL² - ωT² = 4πZ²/(Ωεμ)`, and this is positive when `Z ≠ 0` and `Ω, ε > 0`. -/
theorem lo_to_splitting {m : Fin 2 → ℝ} (hm : ∀ i, 0 < m i) {k Z Ω ε ωL ωT : ℝ}
    {q t : Fin 3 → ℝ} (hq : q ≠ 0) (ht : t ≠ 0) (hqt : q ⬝ᵥ t = 0)
    (hL : dynMatrix m k (fieldStiffness Z Ω ε) q *ᵥ opticalMode m q
      = ωL ^ 2 • opticalMode m q)
    (hT : dynMatrix m k (fieldStiffness Z Ω ε) q *ᵥ opticalMode m t
      = ωT ^ 2 • opticalMode m t) :
    ωL ^ 2 - ωT ^ 2 = 4 * Real.pi * Z ^ 2 / (Ω * ε * reducedMass m) ∧
      (Z ≠ 0 → 0 < Ω → 0 < ε → ωT ^ 2 < ωL ^ 2) := by
  -- an optical pattern with non-zero direction is a non-zero vector
  have hne : ∀ p : Fin 3 → ℝ, p ≠ 0 → opticalMode m p ≠ 0 := by
    intro p hp h
    apply hp
    ext i
    have hi : weight m 0 * p i = 0 := congrFun h (0, i)
    have hw : weight m 0 ≠ 0 :=
      div_ne_zero (by simp [ionSign]) (Real.sqrt_pos.2 (hm 0)).ne'
    exact (mul_eq_zero.mp hi).resolve_left hw
  have eL : ωL ^ 2 = (k + fieldStiffness Z Ω ε) / reducedMass m :=
    smul_left_injective ℝ (hne q hq) (hL.symm.trans (longitudinal_mode hm k _ hq))
  have eT : ωT ^ 2 = k / reducedMass m :=
    smul_left_injective ℝ (hne t ht) (hT.symm.trans (transverse_mode hm k _ hqt))
  have hsplit : ωL ^ 2 - ωT ^ 2 = 4 * Real.pi * Z ^ 2 / (Ω * ε * reducedMass m) := by
    rw [eL, eT, fieldStiffness, ← sub_div, add_sub_cancel_left, div_div]
  refine ⟨hsplit, fun hZ hΩ hε => ?_⟩
  have hμ : 0 < reducedMass m := by
    have h0 := hm 0
    have h1 := hm 1
    unfold reducedMass
    positivity
  have hpos : 0 < 4 * Real.pi * Z ^ 2 / (Ω * ε * reducedMass m) := by positivity
  linarith

end

end PolarCrystalLOTO
```

```lean
#print axioms PolarCrystalLOTO.dynMatrix_charpoly
#print axioms PolarCrystalLOTO.lo_to_splitting
```

```
'PolarCrystalLOTO.dynMatrix_charpoly' depends on axioms: [propext, Classical.choice, Quot.sound]
'PolarCrystalLOTO.lo_to_splitting' depends on axioms: [propext, Classical.choice, Quot.sound]
```

## From the two products to the splitting

`weight_sq_sum` proves $w_0^2+w_1^2=1/\mu$, and `dynMatrix_apply` splits $\sqrt{m_im_j}$ to obtain $w_iw_jF_{\alpha\beta}$. `charpoly_isotropic_add_axial` expands the $3\times3$ determinant and leaves the factorisation to `ring`. `charpoly_swap` relates the polynomials of the two products.

In `dynMatrix_charpoly`, `hAB` and `hBA` are the two products, `hM` puts $F/\mu$ into the form $aI+b\,qq^T$, and `e` uses $q\cdot q\neq0$ to simplify the longitudinal root. `mul_left_cancel₀` then removes the common $X^3$.

`dynMatrix_opticalMode` computes the action on a general pattern, and `longitudinal_mode` and `transverse_mode` specialise it. In `lo_to_splitting`, `hne` shows that the patterns are non-zero, so `smul_left_injective` can identify each squared frequency with its eigenvalue. Subtraction gives the splitting, and `positivity` gives its sign.
